# Momentum counting on finite diagrams: $N^{E-V+c}$ conserving assignments, and $N^c$ for the unit-integrand sum with four-leg vertices

Take a diagram with $V$ vertices, $E$ directed lines and $c$ connected components, and let the line momenta lie in a finite abelian group $G$ of order $N$. The assignments that conserve momentum at every vertex number $N^{E-V+c}$. If every vertex has four legs and carries a factor $1/N$, the sum over these assignments with integrand 1 is exactly $N^c$, and an integrand bounded by $B$ gives at most $BN^c$ in modulus. For $N>1$ the unit-integrand sum therefore equals $N$, the extensive value, only for connected diagrams.

In perturbation theory for a periodic system with a two-body interaction, on a grid of $N$ momenta, a single closed diagram therefore grows no faster than $N^c$ with the system size, provided that its integrand has a bound independent of $N$.

## Diagrams and their components

```lean
import Mathlib

open scoped Classical

noncomputable section

namespace MomentumCounting

/-- A directed multigraph: each line in `E` runs from a source vertex to a target vertex. -/
structure Diagram (V E : Type*) where
  src : E → V
  tgt : E → V
```

A diagram consists of two maps that give each line $e$ a source $s(e)$ and a target $t(e)$. Loops and multiple lines are allowed. In Lean `V` and `E` are the types of vertices and lines; in the formulas here $V$ and $E$ are their numbers, written `Nat.card V` and `Nat.card E`.

```lean
variable {V E G α β γ : Type*}

/-- The connected components: vertices joined by a line are identified. -/
abbrev Diagram.Component (D : Diagram V E) :=
  Quot (fun a b : V => ∃ e, D.src e = a ∧ D.tgt e = b)
```

`Quot` identifies the two ends of every line, and hence all vertices joined by a chain of lines, whichever way the arrows point. The resulting classes are the components.

```lean
/-- The connected component containing a vertex. -/
def Diagram.comp (D : Diagram V E) (v : V) : D.Component := Quot.mk _ v
```

I write $[v]$ for `D.comp v`, the component of vertex $v$.

```lean
/-- Every connected component contains a vertex. -/
theorem Diagram.comp_surjective (D : Diagram V E) : Function.Surjective D.comp :=
  fun q => Quot.exists_rep q
```

No component is empty, so a representative vertex can be chosen in each.

```lean
/-- The two ends of a line lie in the same component. -/
theorem Diagram.comp_src (D : Diagram V E) (e : E) :
    D.comp (D.src e) = D.comp (D.tgt e) := Quot.sound ⟨e, rfl, rfl⟩
```

For every line, $[s(e)]=[t(e)]$. `Quot.sound` turns the line itself into this equality.

```lean
/-- A diagram with finitely many vertices has finitely many components. -/
instance [Fintype V] (D : Diagram V E) : Fintype D.Component :=
  @Fintype.ofFinite _ (Finite.of_surjective D.comp D.comp_surjective)
```

Finitely many vertices form finitely many components, so $c$ is an ordinary number.

## Conservation as a linear condition

```lean
/-- Momentum is conserved: at every vertex the incoming and outgoing sums agree. -/
def Diagram.Conserves [Fintype E] [AddCommGroup G] (D : Diagram V E) (k : E → G) : Prop :=
  ∀ v, (∑ e with D.tgt e = v, k e) = ∑ e with D.src e = v, k e
```

An assignment `k : E → G` gives each line a momentum $k_e$, counted along its arrow. Conservation means
$$\sum_{t(e)=v}k_e=\sum_{s(e)=v}k_e\quad\text{for every } v.$$
For a periodic lattice, $G$ is the grid of crystal momenta modulo reciprocal lattice vectors, so umklapp processes are included.

```lean
/-- Adds up the momenta of all objects that `f` sends to the same place. -/
def collect [Fintype α] [AddCommGroup G] (f : α → β) : (α → G) →+ (β → G) where
  toFun k b := ∑ a with f a = b, k a
  map_zero' := by ext b; simp
  map_add' k l := by ext b; simp [Finset.sum_add_distrib]
```

For a map $f$, `collect f` adds up the momenta sent to the same place: $(\mathrm{collect}_f k)_b=\sum_{f(a)=b}k_a$. The arrow `→+` records that this map is additive.

```lean
/-- A momentum sitting on one object is carried to the image of that object. -/
theorem collect_single [Fintype α] [AddCommGroup G] (f : α → β) (a : α) (g : G) :
    collect f (Pi.single a g) = Pi.single (f a) g := by
  ext b
  change (∑ x with f x = b, (Pi.single a g : α → G) x) = _
  rw [Finset.sum_filter, Finset.sum_eq_single a]
  · by_cases hb : f a = b
    · subst hb; simp
    · simp [hb, Ne.symm hb]
  · intro x _ hx
    simp [hx]
  · simp
```

Let $\delta_a g$, in Lean `Pi.single a g`, be momentum $g$ at $a$ and zero elsewhere. Only the term at $a$ survives in the sum, so $\mathrm{collect}_f\,\delta_a g=\delta_{f(a)}g$.

```lean
/-- Collecting momenta means carrying each one separately and adding the results. -/
theorem collect_eq_sum [Fintype α] [AddCommGroup G] (f : α → β) (k : α → G) :
    collect f k = ∑ a, Pi.single (f a) (k a) := by
  conv_lhs => rw [← Finset.univ_sum_single k]
  simp only [map_sum, collect_single]
```

Writing $k=\sum_a\delta_a k_a$ and using additivity gives $\mathrm{collect}_f k=\sum_a\delta_{f(a)}k_a$.

```lean
/-- Collecting momenta in two stages is the same as collecting them in one. -/
theorem collect_collect [Fintype α] [Fintype β] [AddCommGroup G]
    (f : α → β) (h : β → γ) (k : α → G) :
    collect h (collect f k) = collect (h ∘ f) k := by
  rw [collect_eq_sum f, collect_eq_sum (h ∘ f)]
  simp only [map_sum, collect_single, Function.comp_apply]
```

Collecting along $f$ and then along $h$ therefore equals collecting along $h\circ f$.

```lean
/-- The net momentum flowing into each vertex. -/
def Diagram.netInflow [Fintype E] [AddCommGroup G] (D : Diagram V E) :
    (E → G) →+ (V → G) := collect D.tgt - collect D.src
```

The net inflow is $(\partial k)_v=\sum_{t(e)=v}k_e-\sum_{s(e)=v}k_e$. The conserving assignments are exactly its kernel.

## Which inflow patterns can occur

```lean
variable [Fintype V] [Fintype E] [AddCommGroup G]

/-- A pattern of net inflows can be produced by line momenta exactly when its total
vanishes on every connected component. -/
theorem Diagram.mem_range_netInflow_iff (D : Diagram V E) (f : V → G) :
    f ∈ (D.netInflow (G := G)).range ↔ collect D.comp f = 0 := by
  constructor
  · rintro ⟨k, rfl⟩
    change collect D.comp (collect D.tgt k - collect D.src k) = 0
    have h : D.comp ∘ D.src = D.comp ∘ D.tgt := funext D.comp_src
    rw [map_sub, collect_collect, collect_collect, h, sub_self]
  · intro hf
    -- momentum can be moved between any two vertices of one component
    have key : ∀ (v w : V) (g : G), D.comp v = D.comp w →
        -(Pi.single v g : V → G) + Pi.single w g ∈ (D.netInflow (G := G)).range := by
      intro v w g h
      let L : D.Component → (V → G) ⧸ (D.netInflow (G := G)).range :=
        Quot.lift (fun v => QuotientAddGroup.mk (Pi.single v g)) (by
          rintro _ _ ⟨e, rfl, rfl⟩
          refine QuotientAddGroup.eq.mpr ⟨Pi.single e g, ?_⟩
          change collect D.tgt (Pi.single e g) - collect D.src (Pi.single e g) = _
          rw [collect_single, collect_single]
          abel)
      have h' : (QuotientAddGroup.mk (Pi.single v g) :
          (V → G) ⧸ (D.netInflow (G := G)).range) = QuotientAddGroup.mk (Pi.single w g) :=
        congrArg L h
      exact QuotientAddGroup.eq.mp h'
    -- move everything to one representative vertex per component
    let s := Function.surjInv D.comp_surjective
    have hz : ∑ v, (Pi.single (s (D.comp v)) (f v) : V → G) = 0 :=
      (collect_eq_sum (s ∘ D.comp) f).symm.trans (by rw [← collect_collect, hf, map_zero])
    have hsum : ∑ v, (-(Pi.single (s (D.comp v)) (f v) : V → G) + Pi.single v (f v)) = f := by
      rw [Finset.sum_add_distrib, Finset.sum_neg_distrib, hz, neg_zero, zero_add,
        Finset.univ_sum_single]
    rw [← hsum]
    exact sum_mem fun v _ => key _ _ _ (Function.surjInv_eq D.comp_surjective _)
```

A pattern $f$ of inflows has the form $\partial k$ exactly when $\sum_{[v]=q}f_v=0$ for every component $q$.

One direction is bookkeeping. Both ends of a line lie in the same component, so the line contributes $k_e-k_e=0$ to the total there.

For the converse, a single line carrying $g$ produces $\delta_{t(e)}g-\delta_{s(e)}g$. Modulo the range of $\partial$, momentum $g$ at one end is thus equivalent to $g$ at the other, and by following lines, to $g$ at any vertex of the same component. Lean avoids an induction along paths: `Quot.lift` says that a quantity unchanged across every line depends only on the component. This is the step `key`.

Now choose a representative $r(q)$ in each component (`s` in the code) and write
$$f=\sum_v\bigl(\delta_v f_v-\delta_{r([v])}f_v\bigr)+\sum_q\delta_{r(q)}\Bigl(\sum_{[v]=q}f_v\Bigr).$$
The last sum vanishes by assumption (`hz`), and each remaining bracket lies in the range by `key`. So does $f$.

## The number of conserving assignments

```lean
/-- The number of momentum-conserving assignments times `N ^ V` is `N ^ (E + c)`. -/
theorem Diagram.card_conserves_mul [Finite G] (D : Diagram V E) :
    Nat.card {k : E → G // D.Conserves k} * Nat.card G ^ Nat.card V =
      Nat.card G ^ (Nat.card E + Nat.card D.Component) := by
  have hk : Nat.card {k : E → G // D.Conserves k} = Nat.card (D.netInflow (G := G)).ker :=
    Nat.card_congr (Equiv.subtypeEquivRight fun k =>
      ⟨fun h => funext fun v => sub_eq_zero.mpr (h v),
        fun h v => sub_eq_zero.mp (congrFun h v)⟩)
  have h1 := AddSubgroup.card_mul_index (D.netInflow (G := G)).ker
  have h2 := AddSubgroup.card_mul_index (collect (G := G) D.comp).ker
  have hr : (collect (G := G) D.comp).ker = (D.netInflow (G := G)).range :=
    AddSubgroup.ext fun f => (D.mem_range_netInflow_iff f).symm
  have hs : Function.Surjective (collect (G := G) D.comp) := by
    intro q
    refine ⟨collect (Function.surjInv D.comp_surjective) q, ?_⟩
    rw [collect_collect, collect_eq_sum]
    simp only [Function.comp_apply, Function.surjInv_eq, Finset.univ_sum_single]
  rw [AddSubgroup.index_ker, Nat.card_fun] at h1
  rw [AddSubgroup.index_ker, AddMonoidHom.range_eq_top.mpr hs, AddSubgroup.card_top,
    hr, Nat.card_fun, Nat.card_fun] at h2
  rw [hk, pow_add, ← h1, ← h2]
  ring
```

Let $M$ be the number of conserving assignments. For a homomorphism between finite groups, the sizes of kernel and range multiply to the size of the domain. Applied to $\partial$, this gives
$$M\,|\mathrm{ran}\,\partial|=N^E.$$
Apply it next to the map that totals a vertex pattern over each component. Its kernel is $\mathrm{ran}\,\partial$, by the previous theorem. It reaches all $N^c$ patterns of totals, since each total can be placed on the representative vertex. Hence
$$|\mathrm{ran}\,\partial|\,N^c=N^V.$$
Together, $MN^V=M|\mathrm{ran}\,\partial|N^c=N^{E+c}$. In the code, `h1` and `h2` are the two counting identities.

```lean
/-- The number of independent loops `E - V + c` is never negative. -/
theorem Diagram.card_vertices_le (D : Diagram V E) :
    Nat.card V ≤ Nat.card E + Nat.card D.Component := by
  have h := D.card_conserves_mul (G := ZMod 2)
  have : Nonempty {k : E → ZMod 2 // D.Conserves k} := ⟨⟨0, fun v => by simp⟩⟩
  have hp : 0 < Nat.card {k : E → ZMod 2 // D.Conserves k} := Nat.card_pos
  rw [Nat.card_zmod] at h
  exact (Nat.pow_le_pow_iff_right (by norm_num : 1 < 2)).mp
    (h ▸ Nat.le_mul_of_pos_left _ hp)
```

Subtraction of natural numbers in Lean stops at zero, so $V\le E+c$ is needed before $E+c-V$ has its usual meaning. Take $G=\mathbb Z/2$. The zero assignment conserves momentum, so $M\ge1$ and $2^V\le2^{E+c}$, which gives the inequality.

```lean
/-- Line momenta in a finite abelian group of order `N` that conserve momentum at every
vertex number `N ^ (E - V + c)`. -/
theorem Diagram.card_conserves [Finite G] (D : Diagram V E) :
    Nat.card {k : E → G // D.Conserves k} =
      Nat.card G ^ (Nat.card E + Nat.card D.Component - Nat.card V) :=
  Nat.eq_of_mul_eq_mul_right (pow_pos Nat.card_pos (Nat.card V))
    (D.card_conserves_mul.trans (pow_sub_mul_pow _ D.card_vertices_le).symm)
```

Dividing by $N^V$ gives $M=N^{E+c-V}$. The exponent is the number of independent loop momenta.

## Four-leg vertices and the factor $1/N$

```lean
omit [Fintype V] in
/-- Every vertex has four legs, a line that returns to its own vertex counting twice. -/
def Diagram.FourLeg (D : Diagram V E) : Prop :=
  ∀ v, (Finset.univ.filter fun e => D.tgt e = v).card +
    (Finset.univ.filter fun e => D.src e = v).card = 4
```

Incoming and outgoing line ends at each vertex total four. Two in and two out, as for a number-conserving two-body interaction, is the usual case, but the definition fixes only the total.

```lean
/-- A closed diagram with four-leg vertices has twice as many lines as vertices. -/
theorem Diagram.FourLeg.card_lines {D : Diagram V E} (h : D.FourLeg) :
    Nat.card E = 2 * Nat.card V := by
  have hf : ∀ f : E → V, Fintype.card E =
      ∑ v, (Finset.univ.filter fun e => f e = v).card := fun f =>
    Finset.card_eq_sum_card_fiberwise (s := Finset.univ) (t := Finset.univ)
      (fun _ _ => by simp)
  have hsum : ∑ v, ((Finset.univ.filter fun e => D.tgt e = v).card +
      (Finset.univ.filter fun e => D.src e = v).card) = ∑ _v : V, 4 :=
    Finset.sum_congr rfl fun v _ => h v
  rw [Finset.sum_add_distrib, ← hf, ← hf, Finset.sum_const, Finset.card_univ,
    smul_eq_mul] at hsum
  rw [Nat.card_eq_fintype_card, Nat.card_eq_fintype_card]
  omega
```

Summing over vertices counts each line once at its target and once at its source, so $2E=4V$ and $E=2V$. `omega` does the final integer arithmetic.

```lean
/-- The diagram sum: a factor `1/N` per vertex times the integrand `W` summed over all
momentum-conserving assignments. -/
def Diagram.value [Fintype G] (D : Diagram V E) (W : (E → G) → ℂ) : ℂ :=
  ((Nat.card G : ℂ)⁻¹) ^ Nat.card V * ∑ k : {k : E → G // D.Conserves k}, W k.1
```

The diagram sum is
$$N^{-V}\sum_{k\ \text{conserving}}W(k).$$
The factor $1/N$ comes from a translation-invariant interaction between plane waves normalised on $N$ cells. The complex integrand $W$ stands for everything else, such as propagators after their frequency sums, interaction strengths, signs and symmetry factors.

```lean
/-- With four-leg vertices, the momentum-conserving assignments number `N ^ (V + c)`. -/
theorem Diagram.FourLeg.card_conserves [Finite G] {D : Diagram V E} (h : D.FourLeg) :
    Nat.card {k : E → G // D.Conserves k} =
      Nat.card G ^ (Nat.card V + Nat.card D.Component) := by
  have hl := h.card_lines
  rw [D.card_conserves]
  congr 1
  omega
```

With $E=2V$ the exponent becomes $2V+c-V=V+c$.

```lean
/-- With four-leg vertices and unit integrand, the diagram sum is exactly `N ^ c`. -/
theorem Diagram.FourLeg.value_one [Fintype G] {D : Diagram V E} (h : D.FourLeg) :
    D.value (fun _ : E → G => 1) = (Nat.card G : ℂ) ^ Nat.card D.Component := by
  have hN : (Nat.card G : ℂ) ≠ 0 := Nat.cast_ne_zero.mpr Nat.card_pos.ne'
  simp only [Diagram.value, Finset.sum_const, Finset.card_univ, nsmul_eq_mul, mul_one]
  rw [← Nat.card_eq_fintype_card, h.card_conserves, Nat.cast_pow, pow_add, ← mul_assoc,
    ← mul_pow, inv_mul_cancel₀ hN, one_pow, one_mul]
```

For $W=1$ the sum is $N^{-V}N^{V+c}=N^c$. The smallest non-empty example is one vertex with two loops. Conservation is automatic, both momenta are free, and the sum is $N^2/N=N$.

```lean
/-- With four-leg vertices and an integrand bounded by `B` on the momentum-conserving
assignments, the diagram sum is at most `B * N ^ c` in modulus. -/
theorem Diagram.FourLeg.norm_value_le [Fintype G] {D : Diagram V E} (h : D.FourLeg)
    (W : (E → G) → ℂ) (B : ℝ) (hW : ∀ k, D.Conserves k → ‖W k‖ ≤ B) :
    ‖D.value W‖ ≤ B * (Nat.card G : ℝ) ^ Nat.card D.Component := by
  have hN : (Nat.card G : ℝ) ≠ 0 := Nat.cast_ne_zero.mpr Nat.card_pos.ne'
  have hs : ‖∑ k : {k : E → G // D.Conserves k}, W k.1‖ ≤
      (Nat.card G : ℝ) ^ (Nat.card V + Nat.card D.Component) * B := by
    refine (norm_sum_le_of_le Finset.univ (fun k _ => hW k.1 k.2)).trans (le_of_eq ?_)
    rw [Finset.sum_const, Finset.card_univ, ← Nat.card_eq_fintype_card,
      h.card_conserves, nsmul_eq_mul, Nat.cast_pow]
  rw [Diagram.value, norm_mul, norm_pow, norm_inv, Complex.norm_natCast]
  refine (mul_le_mul_of_nonneg_left hs (by positivity)).trans (le_of_eq ?_)
  rw [pow_add, ← mul_assoc, ← mul_assoc, ← mul_pow, inv_mul_cancel₀ hN, one_pow, one_mul,
    mul_comm]
```

If $|W(k)|\le B$ on the conserving assignments, the triangle inequality gives $N^{-V}\cdot N^{V+c}B=BN^c$. This is an upper bound: cancellations in $W$ can make the sum smaller. To read it as a limit of order $N^c$ on the growth with system size, $B$ must stay fixed as $N$ grows, which singular propagators or a long-range interaction may prevent.

```lean
/-- With four-leg vertices, unit integrand and more than one allowed momentum, the diagram
sum equals `N` exactly when the diagram is connected. -/
theorem Diagram.FourLeg.extensive_iff [Fintype G] [Nontrivial G] {D : Diagram V E}
    (h : D.FourLeg) :
    D.value (fun _ : E → G => 1) = (Nat.card G : ℂ) ↔ Nat.card D.Component = 1 := by
  rw [h.value_one]
  constructor
  · intro hc
    have h' : Nat.card G ^ Nat.card D.Component = Nat.card G := by exact_mod_cast hc
    exact Nat.pow_right_injective (Finite.one_lt_card (α := G))
      (h'.trans (pow_one _).symm)
  · intro hc
    rw [hc, pow_one]
```

For unit integrand the condition is $N^c=N$, which for $N>1$ means $c=1$. With a single allowed momentum every such sum would be 1, connected or not.

This sorts individual diagrams by their unit-integrand sums. That the disconnected ones drop out of the logarithm of the partition function is the linked-cluster theorem, a statement about the whole series and its combinatorial factors.

## A second-order diagram

```lean
/-- The second-order diagram with two lines running each way between two vertices. -/
def secondOrder : Diagram (Fin 2) (Fin 4) := ⟨![0, 0, 1, 1], ![1, 1, 0, 0]⟩
```

The two lists give the sources and targets of lines 0 to 3. Lines 0 and 1 run from vertex 0 to vertex 1, and lines 2 and 3 run back.

```lean
/-- The second-order diagram has four-leg vertices and is connected. -/
theorem secondOrder_witness :
    secondOrder.FourLeg ∧ Nat.card secondOrder.Component = 1 := by
  constructor
  · intro v
    -- write each leg count as a sum over the four lines
    simp only [Finset.card_filter, Fin.sum_univ_four]
    fin_cases v <;> simp [secondOrder]
  · have key : ∀ q : secondOrder.Component, q = secondOrder.comp 0 := by
      rintro ⟨v⟩
      fin_cases v
      · rfl
      · exact (secondOrder.comp_src 0).symm
    exact Nat.card_eq_one_iff_unique.mpr
      ⟨⟨fun a b => (key a).trans (key b).symm⟩, ⟨secondOrder.comp 0⟩⟩

end MomentumCounting
```

The first part counts the legs at each vertex. The second shows that every component equals that of vertex 0, using line 0 to reach vertex 1.

Take $N=3$. Both vertices impose the same condition, $k_0+k_1=k_2+k_3$ modulo 3, so three momenta are free and there are $27$ assignments. The two vertex factors give $27/9=3=N$. Two separate vertices with two loops each also have $V=2$ and $E=4$, but all four momenta are free, and the sum is $81/9=9=N^2$.

```lean
#print axioms MomentumCounting.Diagram.FourLeg.norm_value_le
-- 'MomentumCounting.Diagram.FourLeg.norm_value_le' depends on axioms: [propext, Classical.choice, Quot.sound]
#print axioms MomentumCounting.Diagram.FourLeg.extensive_iff
-- 'MomentumCounting.Diagram.FourLeg.extensive_iff' depends on axioms: [propext, Classical.choice, Quot.sound]
```
